# A semicircular band centred at zero energy has its lowest band energy at half filling

Fill a band with density of states ρ(x) = (2/π)√(1 − x²) up to a Fermi energy E, where −1 ≤ E ≤ 1. The filling and the band energy are

N(E) = 1/2 + (E√(1 − E²) + arcsin E)/π

U(E) = −(2/(3π)) (1 − E²)^(3/2)

Among Fermi energies in the band, U is lowest exactly at half filling, which means E = 0. Energies are in units of half the bandwidth. The model is non-interacting and at zero temperature.

## The density and its two integrals

```lean
import Mathlib

open Set
open scoped Real

namespace SemicircularBand

noncomputable section

/-- The semicircular density of states on the band from -1 to 1. -/
def dos (x : ℝ) : ℝ := 2 / π * √(1 - x ^ 2)
```

`dos` is ρ. The prefactor 2/π normalises the full band to one state. Lean's square root of a negative number is 0, so the density vanishes outside the band.

```lean
/-- The filling: the density of states integrated from the lower band edge to `E`. -/
def filling (E : ℝ) : ℝ := ∫ x in (-1 : ℝ)..E, dos x
```

`filling` is N(E), a true integral from the lower band edge.

```lean
/-- The band energy: energy times density of states, integrated from the lower band edge to `E`. -/
def bandEnergy (E : ℝ) : ℝ := ∫ x in (-1 : ℝ)..E, x * dos x
```

`bandEnergy` is U(E), the same integral weighted by the energy x.

## Closed forms

```lean
/-- Strictly inside the band the semicircle is positive and has slope `-x / √(1 - x ^ 2)`. -/
theorem hasDerivAt_semicircle {x : ℝ} (hx : x ∈ Ioo (-1 : ℝ) 1) :
    0 < √(1 - x ^ 2) ∧ HasDerivAt (fun y : ℝ => √(1 - y ^ 2)) (-x / √(1 - x ^ 2)) x := by
  have hp : 0 < 1 - x ^ 2 := by
    nlinarith [mul_pos (sub_pos.2 hx.1) (sub_pos.2 hx.2)]
  have h : HasDerivAt (fun y : ℝ => 1 - y ^ 2) (-(2 * x)) x :=
    ((hasDerivAt_pow 2 x).const_sub 1).congr_deriv (by simp)
  exact ⟨Real.sqrt_pos.2 hp, (h.sqrt hp.ne').congr_deriv (by ring)⟩
```

Write s(x) = √(1 − x²). `Ioo` is the open interval. Inside it 1 − x² = (1 − x)(1 + x) is positive, so s > 0, and the chain rule gives s′ = −x/s. `HasDerivAt f a x` says that f has derivative a at x.

```lean
/-- The filling in closed form, for a Fermi energy in the band. -/
theorem filling_eq {E : ℝ} (hE : E ∈ Icc (-1 : ℝ) 1) :
    filling E = 1 / 2 + (E * √(1 - E ^ 2) + Real.arcsin E) / π := by
  have hc : Continuous dos := by unfold dos; fun_prop
  have h0 : √(1 - (-1 : ℝ) ^ 2) = 0 := by norm_num
  have hpi : π / π = 1 := div_self Real.pi_ne_zero
  rw [filling, intervalIntegral.integral_eq_sub_of_hasDerivAt_of_le
    (f := fun x : ℝ => (x * √(1 - x ^ 2) + Real.arcsin x) / π) hE.1
    (Continuous.continuousOn (by fun_prop)) ?_ (hc.intervalIntegrable _ _)]
  · simp only [h0, Real.arcsin_neg_one]
    linear_combination (1 / 2) * hpi
  · -- the closed form differentiates to the density inside the band
    intro x hx'
    have hx : x ∈ Ioo (-1 : ℝ) 1 := ⟨hx'.1, hx'.2.trans_le hE.2⟩
    obtain ⟨hs, hd⟩ := hasDerivAt_semicircle hx
    have hq : √(1 - x ^ 2) ^ 2 = 1 - x ^ 2 := Real.sq_sqrt (Real.sqrt_pos.1 hs).le
    have hi := mul_inv_cancel₀ hs.ne'
    refine ((((hasDerivAt_id' x).mul hd).add
      (Real.hasDerivAt_arcsin hx.1.ne' hx.2.ne)).div_const π).congr_deriv ?_
    unfold dos
    linear_combination π⁻¹ * (√(1 - x ^ 2) * hi - (√(1 - x ^ 2))⁻¹ * hq)
```

The hypothesis `hE` puts E in the closed interval `Icc`. By hand, differentiate F = (x s + arcsin x)/π:

F′ = (s − x²/s + 1/s)/π = (s + (1 − x²)/s)/π = 2s/π = ρ

Since F(−1) = −1/2, the integral is F(E) + 1/2. The slope of s diverges at the band edges, so the proof uses a version of the fundamental theorem that needs the derivative only inside the interval and continuity up to its ends. `linear_combination` checks the algebra from s² = 1 − x² and s · (1/s) = 1.

```lean
/-- The band energy in closed form, for a Fermi energy in the band. -/
theorem bandEnergy_eq {E : ℝ} (hE : E ∈ Icc (-1 : ℝ) 1) :
    bandEnergy E = -(2 / (3 * π)) * (√(1 - E ^ 2)) ^ 3 := by
  have hc : Continuous (fun x => x * dos x) := by unfold dos; fun_prop
  have h0 : √(1 - (-1 : ℝ) ^ 2) = 0 := by norm_num
  rw [bandEnergy, intervalIntegral.integral_eq_sub_of_hasDerivAt_of_le
    (f := fun x : ℝ => -(2 / (3 * π)) * (√(1 - x ^ 2)) ^ 3) hE.1
    (Continuous.continuousOn (by fun_prop)) ?_ (hc.intervalIntegrable _ _)]
  · simp only [h0]
    ring
  · intro x hx
    obtain ⟨hs, hd⟩ := hasDerivAt_semicircle ⟨hx.1, hx.2.trans_le hE.2⟩
    have hi := mul_inv_cancel₀ hs.ne'
    refine ((hd.pow 3).const_mul (-(2 / (3 * π)))).congr_deriv ?_
    simp only [Nat.reduceSub, Nat.cast_ofNat]
    unfold dos
    linear_combination (2 / π * x * √(1 - x ^ 2)) * hi
```

The same method works with B = −(2/(3π)) s³:

B′ = −(2/(3π)) · 3s² · (−x/s) = (2/π) x s = xρ

Here B(−1) = 0, so U(E) = B(E).

## The minimum

```lean
/-- Within the band, the filling is one half exactly when the Fermi energy is zero. -/
theorem half_filling_iff {E : ℝ} (hE : E ∈ Icc (-1 : ℝ) 1) :
    filling E = 1 / 2 ↔ E = 0 := by
  rw [filling_eq hE]
  constructor
  · intro h
    have h' : (E * √(1 - E ^ 2) + Real.arcsin E) / π = 0 := by linarith
    have hz := (div_eq_zero_iff.1 h').resolve_right Real.pi_ne_zero
    have hs := Real.sqrt_nonneg (1 - E ^ 2)
    -- the arcsine has the sign of the Fermi energy, and the other term never has the opposite sign
    rcases lt_trichotomy E 0 with hn | h0 | hp
    · have := Real.arcsin_lt_zero.2 hn
      nlinarith [mul_nonneg (neg_nonneg.2 hn.le) hs]
    · exact h0
    · have := Real.arcsin_pos.2 hp
      nlinarith [mul_nonneg hp.le hs]
  · rintro rfl
    simp
```

Half filling requires E s(E) + arcsin E = 0. For E > 0 the first term is at least zero and the second is positive; for E < 0 the signs reverse. Only E = 0 remains. `lt_trichotomy` splits the proof into these three cases.

```lean
/-- Among Fermi energies in the band, the band energy is lowest exactly at half filling. -/
theorem bandEnergy_lowest_iff_half_filling {E : ℝ} (hE : E ∈ Icc (-1 : ℝ) 1) :
    (∀ E' ∈ Icc (-1 : ℝ) 1, bandEnergy E ≤ bandEnergy E') ↔ filling E = 1 / 2 := by
  have hz : (0 : ℝ) ∈ Icc (-1 : ℝ) 1 := by constructor <;> norm_num
  have hlt : ∀ x ∈ Icc (-1 : ℝ) 1, x ≠ 0 → bandEnergy 0 < bandEnergy x := by
    intro x hx hne
    have h1 : √(1 - x ^ 2) < 1 := by
      rw [Real.sqrt_lt' one_pos]
      nlinarith [sq_pos_of_ne_zero hne]
    have h3 := pow_lt_one₀ (Real.sqrt_nonneg (1 - x ^ 2)) h1 (three_ne_zero)
    have hc : 0 < 2 / (3 * π) := by positivity
    have h0 : √(1 - (0 : ℝ) ^ 2) = 1 := by norm_num
    rw [bandEnergy_eq hx, bandEnergy_eq hz, h0]
    nlinarith [mul_pos hc (sub_pos.2 h3)]
  rw [half_filling_iff hE]
  constructor
  · intro h
    by_contra hne
    exact absurd (h 0 hz) (not_le_of_gt (hlt E hE hne))
  · rintro rfl x hx
    by_cases h : x = 0
    · rw [h]
    · exact (hlt x hx h).le
```

The left side of `↔` says that no Fermi energy in the band gives a lower band energy than E does. If x ≠ 0, then s(x) < 1, hence s(x)³ < 1 and

U(0) = −2/(3π) < U(x)

This is `hlt`. It makes E = 0 the only minimiser, and the previous theorem translates E = 0 into half filling.

## The Green function at complex energy

```lean
/-- The complex energy belonging to a nonzero parameter `w`. -/
def energy (w : ℂ) : ℂ := (w + w⁻¹) / 2
```

A nonzero complex number w labels the complex energy z = (w + 1/w)/2.

```lean
/-- The Green function of the semicircular band in terms of the parameter `w`, for nonzero `w` of
modulus at most one, and its analytic continuation for larger modulus. -/
def green (w : ℂ) : ℂ := 2 * w
```

The Green function is postulated as G = 2w and not derived from a Hamiltonian. For 0 < |w| < 1 it stands for the local Green function of the band, ∫ ρ(x)/(z − x) dx. The lower half of the unit circle gives the limit from above the real axis, whose imaginary part carries the density of states. For |w| > 1 the formula continues to another branch: w = 2 and w = 1/2 share the energy 5/4, but the band's Green function there is 1, the value from w = 1/2.

```lean
/-- The parameter of the real energy `E`, for `E` between -1 and 1. -/
def fermiPoint (E : ℝ) : ℂ := ⟨E, -√(1 - E ^ 2)⟩
```

`⟨a, b⟩` is a + ib, so `fermiPoint E` is w = E − i s(E), on the lower half of the unit circle.

```lean
/-- At the parameter of a real energy in the band, the complex energy is that energy and
the Green function has imaginary part minus π times the density of states. -/
theorem green_fermiPoint {E : ℝ} (hE : E ∈ Icc (-1 : ℝ) 1) :
    energy (fermiPoint E) = E ∧ -(green (fermiPoint E)).im / π = dos E := by
  have hq : √(1 - E ^ 2) ^ 2 = 1 - E ^ 2 := Real.sq_sqrt (by nlinarith [hE.1, hE.2])
  have hinv : (fermiPoint E)⁻¹ = ⟨E, √(1 - E ^ 2)⟩ := by
    apply inv_eq_of_mul_eq_one_right
    apply Complex.ext
    · simp only [fermiPoint, Complex.mul_re, Complex.one_re]
      linear_combination hq
    · simp only [fermiPoint, Complex.mul_im, Complex.one_im]
      ring
  constructor
  · rw [energy, hinv]
    apply Complex.ext <;> simp [fermiPoint]
  · simp only [green, fermiPoint, dos, Complex.mul_im, Complex.re_ofNat, Complex.im_ofNat]
    ring
```

Since (E − i s)(E + i s) = E² + s² = 1, the inverse of w is E + i s. Therefore z = E, and −Im G/π = 2s/π = ρ(E). Without the upper bound on E the first equation fails: `fermiPoint 2` is 2, whose energy is (2 + 1/2)/2 = 5/4.

```lean
/-- The integrated Green function, for `w` off zero and off the positive imaginary axis. -/
def primitive (w : ℂ) : ℂ := w ^ 2 / 2 - Complex.log (Complex.I * w)
```

Call this function P(w) = w²/2 − log(iw). The factor i turns the cut of the logarithm onto the positive imaginary axis.

```lean
/-- Off zero and off the positive imaginary axis, the integrated Green function has as its
derivative the Green function times the derivative of the complex energy. -/
theorem hasDerivAt_primitive {w : ℂ} (h : Complex.I * w ∈ Complex.slitPlane) :
    HasDerivAt primitive (green w * deriv energy w) w := by
  have hv : w ≠ 0 := right_ne_zero_of_mul (Complex.slitPlane_ne_zero h)
  have hI := Complex.I_ne_zero
  have he : HasDerivAt energy ((1 - (w ^ 2)⁻¹) / 2) w :=
    (((hasDerivAt_id' w).add (hasDerivAt_inv hv)).div_const 2).congr_deriv (by ring)
  have ha : HasDerivAt (fun u : ℂ => u ^ 2 / 2) w w :=
    ((hasDerivAt_pow 2 w).div_const 2).congr_deriv (by simp)
  have hb : HasDerivAt (fun u : ℂ => Complex.log (Complex.I * u)) w⁻¹ w :=
    (((hasDerivAt_id' w).const_mul Complex.I).clog h).congr_deriv (by field_simp)
  have hp : HasDerivAt primitive (w - w⁻¹) w := ha.sub hb
  refine hp.congr_deriv ?_
  rw [he.deriv, green]
  linear_combination w⁻¹ * mul_inv_cancel₀ hv
```

The hypothesis with `slitPlane` keeps w off zero and off that cut. There

G dz/dw = 2w · (1 − 1/w²)/2 = w − 1/w = P′(w)

```lean
/-- For a Fermi energy in the band, the filling is minus the imaginary part over π of the
change of the integrated Green function from the lower band edge to the Fermi energy. -/
theorem filling_eq_primitive {E : ℝ} (hE : E ∈ Icc (-1 : ℝ) 1) :
    filling E = -(primitive (fermiPoint E) - primitive (fermiPoint (-1))).im / π := by
  have him : ∀ x ∈ Icc (-1 : ℝ) 1,
      (primitive (fermiPoint x)).im = -(x * √(1 - x ^ 2) + Real.arcsin x) := by
    intro x hx
    have hq : √(1 - x ^ 2) ^ 2 = 1 - x ^ 2 := Real.sq_sqrt (by nlinarith [hx.1, hx.2])
    have hI : Complex.I * fermiPoint x = ⟨√(1 - x ^ 2), x⟩ := by
      apply Complex.ext <;> simp [fermiPoint]
    -- the parameter lies on the unit circle, so its phase is an arcsine
    have hn : ‖(⟨√(1 - x ^ 2), x⟩ : ℂ)‖ = 1 := by
      apply (pow_eq_one_iff_of_nonneg (norm_nonneg _) two_ne_zero).1
      rw [← Complex.normSq_eq_norm_sq, Complex.normSq_mk]
      linear_combination hq
    have h2 : (fermiPoint x ^ 2 / 2).im = -(x * √(1 - x ^ 2)) := by
      simp only [pow_two, Complex.div_ofNat_im, Complex.mul_im, fermiPoint]
      ring
    rw [primitive, Complex.sub_im, h2, Complex.log_im, hI,
      Complex.arg_of_re_nonneg (Real.sqrt_nonneg _), hn, div_one]
    ring
  have hm : (-1 : ℝ) ∈ Icc (-1 : ℝ) 1 := by constructor <;> norm_num
  have hr : √(1 - (-1 : ℝ) ^ 2) = 0 := by norm_num
  have hpi : π / π = 1 := div_self Real.pi_ne_zero
  rw [Complex.sub_im, him E hE, him (-1) hm, filling_eq hE, hr, Real.arcsin_neg_one]
  linear_combination (-1 / 2) * hpi

end

end SemicircularBand
```

At w = x − i s(x), the imaginary part of w²/2 is −x s. The number iw = s + i x has modulus 1 and a non-negative real part, so its phase is arcsin x. Hence

Im P = −(x s + arcsin x)

At x = −1 this is π/2. Subtracting and dividing by −π gives N(E).

The theorem compares end points. To read it as a contour integral of G dz, one further applies the fundamental theorem along a smooth path in w that stays in the closed unit disc and avoids zero and the cut, a step left to the reader. Some Green-function codes for electronic structure obtain charges from contours in complex energy; here the idea appears for a single model band.

```lean
#print axioms SemicircularBand.bandEnergy_lowest_iff_half_filling
-- 'SemicircularBand.bandEnergy_lowest_iff_half_filling' depends on axioms: [propext, Classical.choice, Quot.sound]
#print axioms SemicircularBand.green_fermiPoint
-- 'SemicircularBand.green_fermiPoint' depends on axioms: [propext, Classical.choice, Quot.sound]
#print axioms SemicircularBand.hasDerivAt_primitive
-- 'SemicircularBand.hasDerivAt_primitive' depends on axioms: [propext, Classical.choice, Quot.sound]
#print axioms SemicircularBand.filling_eq_primitive
-- 'SemicircularBand.filling_eq_primitive' depends on axioms: [propext, Classical.choice, Quot.sound]
```
